# A perturbation smaller than the gap margin preserves the number of generalized eigenvalues below \(a\)

Take one basis function, with Hamiltonian \(h\), overlap \(\sigma>0\) and perturbation \(w\), all real. The only level is \(h/\sigma\), and the perturbation moves it to \((h+w)/\sigma\). If \(|w|\le d\,\sigma\), the level moves by at most \(d\). A level outside \([a-d,a+d]\) therefore stays on its side of \(a\).

With more basis functions the perturbation can also mix states, so the argument below compares dimensions of subspaces instead of following single levels.

## Levels of an ultrasoft Hamiltonian

Ultrasoft pseudopotentials lead to \(Hx=\varepsilon Sx\), where the overlap operator \(S\) is not the identity. A ghost is a spurious solution among the low levels. Suppose that a reference environment has the expected number of levels below \(a\). In a finite basis with \(S\) positive definite and held fixed, the result says that this number survives any Hermitian change \(W\) of the one-particle Hamiltonian that shifts the energy of every state by at most some \(d\) smaller than the distance from \(a\) to the nearest reference level.

The index type `n` labels the basis functions, and states are coefficient vectors `n → ℂ`.

In Lean 4 with Mathlib:

```lean
import Mathlib

open Matrix
open scoped ComplexOrder

namespace GhostFreeCount

variable {n : Type*} [Fintype n] [DecidableEq n]
```

Write \(\langle A\rangle_x=\mathrm{Re}\,(x^\dagger Ax)\); for Hermitian \(A\) the real part discards nothing. The vector \(x\) is not normalised, so the energy of a state is \(\langle H\rangle_x/\langle S\rangle_x\).

```lean
/-- The real part of the quadratic form `⟨x, A x⟩`. -/
def expect (A : Matrix n n ℂ) (x : n → ℂ) : ℝ := (star x ⬝ᵥ (A *ᵥ x)).re
```

A mode at \(l\) solves \(Hx=lSx\). Real \(l\) suffices for Hermitian \(H\) and positive definite \(S\). The zero vector satisfies the equation for every \(l\), so "no eigenvalue at \(l\)" will read: every mode at \(l\) is zero.

```lean
/-- The generalized eigenvalue equation `H x = l S x` with real `l`. -/
def Mode (H S : Matrix n n ℂ) (l : ℝ) (x : n → ℂ) : Prop :=
  H *ᵥ x = (l : ℂ) • (S *ᵥ x)
```

For a set \(I\) of energies, let \(E_H(I)\) be the span of all modes with \(l\in I\).

```lean
/-- The space spanned by all solutions of `H x = l S x` with `l` in the set `I`. -/
def eigenspan (H S : Matrix n n ℂ) (I : Set ℝ) : Submodule ℂ (n → ℂ) :=
  Submodule.span ℂ {x | ∃ l ∈ I, Mode H S l x}
```

The count is \(N_H(t)=\dim E_H((-\infty,t))\), so a degenerate level contributes its multiplicity.

```lean
/-- The dimension of the span of all solutions of `H x = l S x` with real `l < t`. For Hermitian `H`
and positive definite `S` this is the number of eigenvalues of the pencil `(H, S)` below `t`,
counted with multiplicity. -/
noncomputable def countBelow (H S : Matrix n n ℂ) (t : ℝ) : ℕ :=
  Module.finrank ℂ (eigenspan H S (Set.Iio t))
```

## Coordinates in which both forms are diagonal

A Hermitian matrix is \(A=U\Lambda U^\dagger\) with \(U^\dagger U=1\), hence \(U^\dagger AU=\Lambda\).

```lean
/-- A Hermitian matrix is diagonalised by a unitary matrix. -/
theorem unitary_diagonalisation {A : Matrix n n ℂ} (hA : A.IsHermitian) :
    ∃ U : Matrix n n ℂ, Uᴴ * U = 1 ∧
      Uᴴ * A * U = diagonal (fun i => (hA.eigenvalues i : ℂ)) := by
  let U : Matrix n n ℂ := hA.eigenvectorUnitary
  have hU : Uᴴ * U = 1 := mem_unitaryGroup_iff'.1 hA.eigenvectorUnitary.2
  have h : A = U * diagonal (fun i => (hA.eigenvalues i : ℂ)) * Uᴴ := hA.spectral_theorem
  refine ⟨U, hU, ?_⟩
  calc Uᴴ * A * U
      = Uᴴ * (U * diagonal (fun i => (hA.eigenvalues i : ℂ)) * Uᴴ) * U := by rw [← h]
    _ = (Uᴴ * U) * diagonal (fun i => (hA.eigenvalues i : ℂ)) * (Uᴴ * U) := by
        simp only [Matrix.mul_assoc]
    _ = _ := by rw [hU, Matrix.one_mul, Matrix.mul_one]
```

Apply this to \(S\), with eigenvalues \(\sigma_i>0\), and set \(Y=U\,\mathrm{diag}(\sigma_i^{-1/2})\). Then \(Y^\dagger SY=1\). The matrix \(Y^\dagger HY\) is Hermitian, so a unitary \(V\) diagonalises it. With \(X=YV\),
\[
X^\dagger SX=1,\qquad X^\dagger HX=\mathrm{diag}(e_i).
\]

```lean
/-- For Hermitian `H` and positive definite `S`, one congruence turns `S` into the identity
and `H` into a real diagonal matrix. -/
theorem exists_modes {H S : Matrix n n ℂ} (hH : H.IsHermitian) (hS : S.PosDef) :
    ∃ (X : Matrix n n ℂ) (e : n → ℝ),
      Xᴴ * S * X = 1 ∧ Xᴴ * H * X = diagonal (fun i => (e i : ℂ)) := by
  obtain ⟨U, -, hU⟩ := unitary_diagonalisation hS.isHermitian
  let r : n → ℂ := fun i => (((√(hS.isHermitian.eigenvalues i))⁻¹ : ℝ) : ℂ)
  -- rescaling the eigenvectors of the overlap makes them S-orthonormal
  have hY : (U * diagonal r)ᴴ * S * (U * diagonal r) = 1 := by
    calc (U * diagonal r)ᴴ * S * (U * diagonal r)
        = (diagonal r)ᴴ * (Uᴴ * S * U) * diagonal r := by
          rw [conjTranspose_mul]; simp only [Matrix.mul_assoc]
      _ = 1 := by
          rw [hU, diagonal_conjTranspose, diagonal_mul_diagonal, diagonal_mul_diagonal,
            ← diagonal_one]
          congr 1
          funext i
          have hp : 0 < hS.isHermitian.eigenvalues i := hS.eigenvalues_pos i
          have key : ∀ q : ℝ, q ≠ 0 → q⁻¹ * (q * q) * q⁻¹ = 1 := fun q hq => by field_simp
          have h := key _ (Real.sqrt_pos.2 hp).ne'
          rw [Real.mul_self_sqrt hp.le] at h
          have hs : star r i = r i := Complex.conj_ofReal _
          rw [hs]
          have hc := congrArg Complex.ofReal h
          rw [Complex.ofReal_mul, Complex.ofReal_mul, Complex.ofReal_one] at hc
          exact hc
  generalize U * diagonal r = Y at hY
  have hK := isHermitian_conjTranspose_mul_mul Y hH
  obtain ⟨V, hV, hD⟩ := unitary_diagonalisation hK
  refine ⟨Y * V, hK.eigenvalues, ?_, ?_⟩
  · calc (Y * V)ᴴ * S * (Y * V) = Vᴴ * (Yᴴ * S * Y) * V := by
          rw [conjTranspose_mul]; simp only [Matrix.mul_assoc]
      _ = 1 := by rw [hY, Matrix.mul_one, hV]
  · rw [← hD, conjTranspose_mul]; simp only [Matrix.mul_assoc]
```

If \(X^\dagger AX=\mathrm{diag}(e_i)\) and \(x=Xc\), then \(\langle A\rangle_x=\sum_i e_i|c_i|^2\).

```lean
/-- In coordinates that diagonalise `A`, the quadratic form is a weighted sum of squares. -/
theorem expect_modes {A X : Matrix n n ℂ} {e : n → ℝ}
    (h : Xᴴ * A * X = diagonal (fun i => (e i : ℂ))) (c : n → ℂ) :
    expect A (X *ᵥ c) = ∑ i, e i * Complex.normSq (c i) := by
  have h1 : Xᴴ *ᵥ (A *ᵥ (X *ᵥ c)) = diagonal (fun i => (e i : ℂ)) *ᵥ c := by
    rw [← h]; simp only [mulVec_mulVec, Matrix.mul_assoc]
  rw [expect, star_mulVec, ← dotProduct_mulVec, h1, dotProduct, Complex.re_sum]
  refine Finset.sum_congr rfl fun i _ => ?_
  rw [mulVec_diagonal]
  simp [Complex.normSq_apply]
  ring
```

From \(X^\dagger SX=1\) follow \(X^{-1}=X^\dagger S\) and \(SXX^\dagger=1\). Therefore
\[
HX=SXX^\dagger HX=SX\,\mathrm{diag}(e_i),
\]
and column \(i\) of \(X\) is a mode at \(e_i\) (`hcol`). Any \(x\) equals \(Xc\) with \(c=X^\dagger Sx\). Sorting the terms of this sum by whether \(e_i\in I\) gives \(E_H(I)+E_H(I^c)=\mathbb C^n\).

```lean
/-- For Hermitian `H` and positive definite `S`, the modes with eigenvalue in `I` and those
with eigenvalue outside `I` together span the whole space. -/
theorem modes_complete {H S : Matrix n n ℂ} (hH : H.IsHermitian) (hS : S.PosDef)
    (I : Set ℝ) : eigenspan H S I ⊔ eigenspan H S Iᶜ = ⊤ := by
  obtain ⟨X, e, h1, h2⟩ := exists_modes hH hS
  have hX : X * (Xᴴ * S) = 1 := mul_eq_one_comm.1 h1
  have hSX : S * X * Xᴴ = 1 := mul_eq_one_comm.1 (by rw [← Matrix.mul_assoc]; exact h1)
  have hHX : H * X = S * X * diagonal (fun i => (e i : ℂ)) := by
    rw [← h2, Matrix.mul_assoc Xᴴ, ← Matrix.mul_assoc (S * X), hSX, Matrix.one_mul]
  -- every column of X is a mode
  have hcol : ∀ i z, Mode H S (e i) (X *ᵥ Pi.single i z) := by
    intro i z
    have hd : diagonal (fun i => (e i : ℂ)) *ᵥ Pi.single i z
        = (e i : ℂ) • (Pi.single i z : n → ℂ) := by
      ext j
      by_cases hj : j = i
      · subst hj; simp [mulVec_diagonal]
      · simp [mulVec_diagonal, hj]
    rw [Mode, mulVec_mulVec, hHX, ← mulVec_mulVec, hd, mulVec_smul, mulVec_mulVec]
  rw [eq_top_iff]
  intro x _
  have hx : x = X.mulVecLin ((Xᴴ * S) *ᵥ x) := by
    rw [mulVecLin_apply, mulVec_mulVec, hX, one_mulVec]
  rw [hx, ← Finset.univ_sum_single ((Xᴴ * S) *ᵥ x), map_sum]
  refine Submodule.sum_mem _ fun i _ => ?_
  by_cases hi : e i ∈ I
  · exact Submodule.mem_sup_left (Submodule.subset_span ⟨e i, hi, hcol i _⟩)
  · exact Submodule.mem_sup_right (Submodule.subset_span ⟨e i, hi, hcol i _⟩)
```

## Energy bounds on the low and high spans

Since \(X^\dagger H=\mathrm{diag}(e_i)X^\dagger S\), a mode at \(l\) with coordinates \(c=X^\dagger Sx\) satisfies \(e_ic_i=l\,c_i\). So \(c_i=0\) unless \(e_i=l\). By linearity, a vector in \(E_H(I)\) has \(c_i=0\) whenever \(e_i\notin I\); this is `coord`, proved by induction over the span. Now
\[
\langle H\rangle_x-t\langle S\rangle_x=\sum_i(e_i-t)|c_i|^2 .
\]
On the low span every contributing term is negative, and a nonzero \(x\) has at least one. On the high span no term is negative.

```lean
/-- For Hermitian `H` and positive definite `S`, a nonzero combination of modes below `t`
has `⟨H⟩ < t ⟨S⟩`, and a combination of modes at or above `t` has `⟨H⟩ ≥ t ⟨S⟩`. -/
theorem expect_bounds {H S : Matrix n n ℂ} (hH : H.IsHermitian) (hS : S.PosDef)
    (t : ℝ) (x : n → ℂ) :
    (x ∈ eigenspan H S (Set.Iio t) → x ≠ 0 → expect H x < t * expect S x) ∧
    (x ∈ eigenspan H S (Set.Iio t)ᶜ → t * expect S x ≤ expect H x) := by
  obtain ⟨X, e, h1, h2⟩ := exists_modes hH hS
  have hX : X * (Xᴴ * S) = 1 := mul_eq_one_comm.1 h1
  have hD : Xᴴ * H = diagonal (fun i => (e i : ℂ)) * (Xᴴ * S) := by
    rw [← h2, Matrix.mul_assoc (Xᴴ * H), hX, Matrix.mul_one]
  -- a vector in the span of modes from I has no component on modes outside I
  have coord : ∀ I : Set ℝ, x ∈ eigenspan H S I → ∀ i, e i ∉ I →
      ((Xᴴ * S) *ᵥ x) i = 0 := by
    intro I hx i hi
    unfold eigenspan at hx
    induction hx using Submodule.span_induction with
    | mem y hy =>
      obtain ⟨l, hl, hm⟩ := hy
      have hm' : H *ᵥ y = (l : ℂ) • (S *ᵥ y) := hm
      have h3 : diagonal (fun i => (e i : ℂ)) *ᵥ ((Xᴴ * S) *ᵥ y)
          = (l : ℂ) • ((Xᴴ * S) *ᵥ y) := by
        rw [mulVec_mulVec, ← hD, ← mulVec_mulVec y Xᴴ H, hm', mulVec_smul, mulVec_mulVec]
      have h4 := congrFun h3 i
      rw [mulVec_diagonal, Pi.smul_apply, smul_eq_mul] at h4
      by_contra hc
      have h5 : e i = l := Complex.ofReal_injective (mul_right_cancel₀ hc h4)
      exact hi (h5 ▸ hl)
    | zero => simp
    | add y z _ _ hy hz => rw [mulVec_add, Pi.add_apply, hy, hz, add_zero]
    | smul k y _ hy => rw [mulVec_smul, Pi.smul_apply, hy, smul_zero]
  have hx : X *ᵥ ((Xᴴ * S) *ᵥ x) = x := by rw [mulVec_mulVec, hX, one_mulVec]
  have hEH := expect_modes h2 ((Xᴴ * S) *ᵥ x)
  have hES := expect_modes (A := S) (X := X) (e := fun _ => 1) (by simp [h1])
    ((Xᴴ * S) *ᵥ x)
  rw [hx] at hEH hES
  rw [hEH, hES, Finset.mul_sum]
  constructor
  · intro hm h0
    have hle : ∀ i, ((Xᴴ * S) *ᵥ x) i ≠ 0 → e i < t := fun i hc => by
      by_contra hi
      exact hc (coord _ hm i hi)
    have hne : ∃ i, ((Xᴴ * S) *ᵥ x) i ≠ 0 := by
      by_contra hall
      push Not at hall
      apply h0
      rw [← hx, show (Xᴴ * S) *ᵥ x = 0 from funext hall, mulVec_zero]
    obtain ⟨j, hj⟩ := hne
    refine Finset.sum_lt_sum (fun i _ => ?_) ⟨j, Finset.mem_univ j, ?_⟩
    · by_cases hc : ((Xᴴ * S) *ᵥ x) i = 0
      · simp [hc]
      · nlinarith [hle i hc, Complex.normSq_nonneg (((Xᴴ * S) *ᵥ x) i)]
    · nlinarith [hle j hj, Complex.normSq_pos.2 hj]
  · intro hm
    refine Finset.sum_le_sum fun i _ => ?_
    by_cases hi : e i < t
    · have hc := coord _ hm i (fun h => h hi)
      simp [hc]
    · nlinarith [not_lt.1 hi, Complex.normSq_nonneg (((Xᴴ * S) *ᵥ x) i)]
```

## Comparing two Hamiltonians by dimension

Let \(\langle K\rangle_x\le\langle H\rangle_x+d\langle S\rangle_x\) for all \(x\). A nonzero \(x\) in both the low span of \(H\) below \(t\) and the high span of \(K\) from \(t+d\) upwards would give
\[
(t+d)\langle S\rangle_x\le\langle K\rangle_x\le\langle H\rangle_x+d\langle S\rangle_x<(t+d)\langle S\rangle_x ,
\]
a contradiction. Let \(D\) be the dimension of that high span and \(M\) the size of the basis. The trivial intersection gives \(N_H(t)+D\le M\), and completeness for \(K\) gives \(M\le N_K(t+d)+D\). Hence \(N_H(t)\le N_K(t+d)\); `omega` does this last arithmetic.

```lean
/-- For Hermitian `H`, `K` and positive definite `S`: if `⟨K⟩ ≤ ⟨H⟩ + d ⟨S⟩` in every state,
then `(K, S)` has at least as many eigenvalues below `t + d` as `(H, S)` has below `t`. -/
theorem count_le_shift {H K S : Matrix n n ℂ} (hH : H.IsHermitian) (hK : K.IsHermitian)
    (hS : S.PosDef) {d : ℝ} (h : ∀ x, expect K x ≤ expect H x + d * expect S x) (t : ℝ) :
    countBelow H S t ≤ countBelow K S (t + d) := by
  -- low states of H and high states of K share only the zero vector
  have hdis : eigenspan H S (Set.Iio t) ⊓ eigenspan K S (Set.Iio (t + d))ᶜ = ⊥ := by
    rw [Submodule.eq_bot_iff]
    rintro x ⟨hl, hh⟩
    by_contra hx
    have h1 := (expect_bounds hH hS t x).1 hl hx
    have h2 := (expect_bounds hK hS (t + d) x).2 hh
    nlinarith [h x]
  have h1 := Submodule.finrank_sup_add_finrank_inf_eq
    (eigenspan H S (Set.Iio t)) (eigenspan K S (Set.Iio (t + d))ᶜ)
  have h2 := Submodule.finrank_sup_add_finrank_inf_eq
    (eigenspan K S (Set.Iio (t + d))) (eigenspan K S (Set.Iio (t + d))ᶜ)
  have h3 := Submodule.finrank_le
    (eigenspan H S (Set.Iio t) ⊔ eigenspan K S (Set.Iio (t + d))ᶜ)
  rw [hdis, finrank_bot] at h1
  rw [modes_complete hK hS, finrank_top] at h2
  unfold countBelow
  omega
```

If there is no eigenvalue in \([s,t)\), every nonzero mode below \(t\) already lies below \(s\), so \(N_H(t)\le N_H(s)\).

```lean
omit [DecidableEq n] in
/-- If the pencil has no eigenvalue in `[s, t)`, its count below `t` is at most
its count below `s`. -/
theorem count_le_of_window {H S : Matrix n n ℂ} {s t : ℝ}
    (h : ∀ l, s ≤ l → l < t → ∀ x, Mode H S l x → x = 0) :
    countBelow H S t ≤ countBelow H S s := by
  refine Submodule.finrank_mono (Submodule.span_le.2 ?_)
  rintro x ⟨l, hl, hx⟩
  by_cases hs : l < s
  · exact Submodule.subset_span ⟨l, hs, hx⟩
  · rw [h l (not_lt.1 hs) hl x hx]
    exact Submodule.zero_mem _
```

## The count below \(a\) is unchanged

The hypothesis `hb` says that in an \(S\)-normalised state the perturbation contributes at most \(d\) in magnitude to the energy. It is assumed, and has to be established for the environments of interest. It forces \(d\ge0\) once a nonzero vector exists. The hypothesis `gap` excludes eigenvalues of \((H,S)\) from the closed interval. The comparison in both directions, together with the empty windows \([a,a+d)\) and \([a-d,a)\), gives
\[
N_{H+W}(a)\le N_H(a+d)\le N_H(a)\le N_H(a-d)\le N_{H+W}(a).
\]

```lean
/-- Let `H`, `W` be Hermitian, `S` positive definite and `|⟨x, W x⟩| ≤ d ⟨x, S x⟩` for all `x`.
If `(H, S)` has no eigenvalue in `[a - d, a + d]`, then `(H + W, S)` and `(H, S)` have equally
many eigenvalues below `a`, counted with multiplicity. -/
theorem count_stable_of_gap {H W S : Matrix n n ℂ} (hH : H.IsHermitian)
    (hW : W.IsHermitian) (hS : S.PosDef) {a d : ℝ}
    (hb : ∀ x, ‖star x ⬝ᵥ (W *ᵥ x)‖ ≤ d * expect S x)
    (gap : ∀ l ∈ Set.Icc (a - d) (a + d), ∀ x, Mode H S l x → x = 0) :
    countBelow (H + W) S a = countBelow H S a := by
  have hadd : ∀ x, expect (H + W) x = expect H x + expect W x := fun x => by
    simp [expect, add_mulVec, dotProduct_add]
  have hre : ∀ x, |expect W x| ≤ d * expect S x := fun x =>
    (Complex.abs_re_le_norm _).trans (hb x)
  -- the bound on W forces d ≥ 0 as soon as there is a nonzero state
  have hd : ∀ x : n → ℂ, x ≠ 0 → 0 ≤ d := fun x hx => by
    have hp : 0 < expect S x := (Complex.lt_def.1 (hS.dotProduct_mulVec_pos hx)).1
    by_contra hneg
    nlinarith [mul_neg_of_neg_of_pos (not_le.1 hneg) hp, hre x, abs_nonneg (expect W x)]
  apply le_antisymm
  · refine (count_le_shift (hH.add hW) hH hS (d := d) (fun x => ?_) a).trans
      (count_le_of_window fun l h1 h2 x hx => ?_)
    · linarith [hadd x, neg_abs_le (expect W x), hre x]
    · by_contra h0
      exact h0 (gap l ⟨by linarith [hd x h0], h2.le⟩ x hx)
  · have h1 : countBelow H S a ≤ countBelow H S (a - d) :=
      count_le_of_window fun l h1 h2 x hx => by
        by_contra h0
        exact h0 (gap l ⟨h1, by linarith [hd x h0]⟩ x hx)
    have h2 := count_le_shift hH (hH.add hW) hS (d := d)
      (fun x => by linarith [hadd x, le_abs_self (expect W x), hre x]) (a - d)
    rw [sub_add_cancel] at h2
    exact h1.trans h2
```

The theorem compares counts; it does not decide whether a given level of the reference system is a ghost. Both pencils share the same \(S\), so it does not apply to atomic displacements that change the overlap.

## An eigenvalue at the lower endpoint

Take at least one basis function, and let \(H=(a-d)S\) and \(W=dS\) with \(d>0\). The only level sits at \(a-d\) and moves to \(a\), which is no longer below \(a\). The count falls from the full dimension to zero. The bound on \(W\) holds, and only the lower endpoint violates the gap condition, so that endpoint has to be free of eigenvalues too. In the code, `only` shows that \((bS,S)\) has no eigenvalue except \(b\), because \((b-l)Sx=0\) with \(l\neq b\) forces \(x=0\).

```lean
omit [DecidableEq n] in
/-- For positive definite `S` and `d > 0`, take `H = (a - d) S` and `W = d S`. The bound on `W`
holds and `(H, S)` has no eigenvalue in the open interval `(a - d, a + d)`. The count below `a` is
the full dimension for `(H, S)` and zero for `(H + W, S)`. -/
theorem open_gap_insufficient {S : Matrix n n ℂ} (hS : S.PosDef) {a d : ℝ} (hd : 0 < d) :
    (∀ x, ‖star x ⬝ᵥ (((d : ℂ) • S) *ᵥ x)‖ ≤ d * expect S x) ∧
    (∀ l ∈ Set.Ioo (a - d) (a + d), ∀ x, Mode (((a - d : ℝ) : ℂ) • S) S l x → x = 0) ∧
    countBelow (((a - d : ℝ) : ℂ) • S) S a = Fintype.card n ∧
    countBelow (((a - d : ℝ) : ℂ) • S + (d : ℂ) • S) S a = 0 := by
  -- the pencil (b S, S) has no real eigenvalue other than b
  have only : ∀ (b l : ℝ) (x : n → ℂ), l ≠ b → Mode ((b : ℂ) • S) S l x → x = 0 := by
    intro b l x hne hm
    by_contra hx
    rw [Mode, smul_mulVec, ← sub_eq_zero, ← sub_smul, smul_eq_zero] at hm
    rcases hm with h | h
    · exact hne (Complex.ofReal_injective (sub_eq_zero.1 h)).symm
    · have hp := hS.dotProduct_mulVec_pos hx
      rw [h, dotProduct_zero] at hp
      exact lt_irrefl _ hp
  refine ⟨fun x => ?_, fun l hl x => only _ l x hl.1.ne', ?_, ?_⟩
  · obtain ⟨h1, h2⟩ := Complex.le_def.1 (hS.posSemidef.dotProduct_mulVec_nonneg x)
    have h1' : 0 ≤ expect S x := h1
    have hz : star x ⬝ᵥ (S *ᵥ x) = ((expect S x : ℝ) : ℂ) := Complex.ext rfl h2.symm
    rw [smul_mulVec, dotProduct_smul, smul_eq_mul, hz, norm_mul, Complex.norm_real,
      Complex.norm_real, Real.norm_of_nonneg hd.le, Real.norm_of_nonneg h1']
  · have htop : eigenspan (((a - d : ℝ) : ℂ) • S) S (Set.Iio a) = ⊤ := by
      rw [eq_top_iff]
      intro x _
      exact Submodule.subset_span ⟨a - d, sub_lt_self a hd, smul_mulVec _ _ _⟩
    rw [countBelow, htop, finrank_top, Module.finrank_fintype_fun_eq_card]
  · have hsum : ((a - d : ℝ) : ℂ) • S + (d : ℂ) • S = (a : ℂ) • S := by
      rw [← add_smul, ← Complex.ofReal_add, sub_add_cancel]
    have hbot : eigenspan ((a : ℂ) • S) S (Set.Iio a) = ⊥ := by
      refine Submodule.span_eq_bot.2 ?_
      rintro x ⟨l, hl, hx⟩
      exact only a l x (ne_of_lt hl) hx
    rw [hsum, countBelow, hbot, finrank_bot]

end GhostFreeCount
```

```lean
#print axioms GhostFreeCount.count_stable_of_gap
-- 'GhostFreeCount.count_stable_of_gap' depends on axioms: [propext, Classical.choice, Quot.sound]
#print axioms GhostFreeCount.open_gap_insufficient
-- 'GhostFreeCount.open_gap_insufficient' depends on axioms: [propext, Classical.choice, Quot.sound]
```
